# A product of N geminals in commuting, square-zero pair operators is a sum of pair strings weighted by permanents

**Q:** Take a molecule whose electrons occupy the same few orbitals in pairs. The operator b_p = a†_{p↑} a†_{p↓} creates a pair in level p, and a geminal spreads one pair over the levels:

G_k = ∑_p c(k,p) b_p

I multiply N of these. Electrons are fermions, so why should permanents appear, and not determinants?

**A:** Moving one pair past another takes four swaps of anticommuting creation operators, so the signs cancel and b_p b_q = b_q b_p. The Pauli principle survives as b_p² = 0. Nothing else is needed. Number the geminals k = 0, …, N−1 and expand:

G_0 ⋯ G_{N−1} = ∑_f [∏_k c(k,f(k))] b_{f(0)} ⋯ b_{f(N−1)}

Here f runs over all assignments of a level to each geminal. If f repeats a level, commute the two equal operators together and the string vanishes. Otherwise f is a bijection onto a set S of N levels, and its string, suitably reordered, is b_S = ∏_{p∈S} b_p. Collecting the terms for each S gives

G_0 ⋯ G_{N−1} = ∑_{|S|=N} perm(c on S) b_S

perm(c on S) = ∑_e ∏_k c(k,e(k)), with e running over the bijections from {0, …, N−1} to S.

If every geminal has the same coefficients g(p), all N! bijections contribute the same product:

G^N = N! ∑_{|S|=N} [∏_{p∈S} g(p)] b_S

**Q:** Show me the smallest case where this matters.

**A:** Two geminals on levels 0 and 1:

[c(0,0) b_0 + c(0,1) b_1] [c(1,0) b_0 + c(1,1) b_1] = [c(0,0) c(1,1) + c(0,1) c(1,0)] b_0 b_1

The squares drop out and the cross terms add with a plus sign. For N = 0 both sides are 1.

**Q:** Where are the electrons in the formal version?

**A:** They enter only through the two rules. The coefficients lie in a commutative ring `R`, real or complex numbers for instance, and the operators in an `R`-algebra `A` that need not be commutative. The finite type `ι` labels the levels.

In Lean 4 with Mathlib:

```lean
import Mathlib

open Finset

namespace GeminalPowers

noncomputable section

variable {R A ι : Type*} [CommRing R] [Ring A] [Algebra R A] [Fintype ι] {N : ℕ}

/-- The geminal with coefficients `g`: the superposition `∑ p, g p • b p` of pair operators. -/
def geminal (b : ι → A) (g : ι → R) : A := ∑ p, g p • b p
```

**Q:** If `A` is noncommutative, is b_S even well defined?

**A:** Yes, because `pairString` takes the commutation rule `hb` as an argument, and `noncommProd` uses it to make the product independent of order.

```lean
/-- The product `b_S` of the commuting pair operators over the levels in `S`. -/
def pairString {ι : Type*} (b : ι → A) (hb : ∀ p q, Commute (b p) (b q)) (S : Finset ι) : A :=
  S.noncommProd b (fun p _ q _ _ => hb p q)
```

The permanent is written as the sum over bijections `Fin N ≃ S`. Numbering the levels of `S` turns it into the usual matrix permanent.

```lean
/-- The permanent of the coefficient table `c` restricted to the columns in `S`: the sum over all
bijections from the `N` geminals to the levels of `S` of the product of the matching coefficients.
It is zero if `S` does not have exactly `N` levels. -/
def columnPermanent {ι : Type*} [DecidableEq ι] (c : Fin N → ι → R) (S : Finset ι) : R :=
  ∑ e : Fin N ≃ S, ∏ k, c k (e k)

/-- For any numbering of the levels in `S`, the column permanent is the usual permanent of the
square matrix of coefficients. -/
theorem columnPermanent_eq_permanent {ι : Type*} [DecidableEq ι] (c : Fin N → ι → R)
    (S : Finset ι) (e₀ : Fin N ≃ S) :
    columnPermanent c S = Matrix.permanent (Matrix.of fun k j => c k (e₀ j)) := by
  rw [← Matrix.permanent_transpose]
  unfold columnPermanent Matrix.permanent
  symm
  exact Fintype.sum_equiv (Equiv.equivCongr (Equiv.refl _) e₀) _ _ (fun _ => rfl)
```

**Q:** Does the expansion secretly reorder operators?

**A:** No. `List.ofFn` keeps the geminals in order, and this lemma uses neither rule. Induction on N splits off the first geminal and its level.

```lean
/-- A product of geminals is the sum, over all assignments of a level to each geminal, of the
product of the matching coefficients times the string of assigned pair operators in order. -/
theorem geminal_product_expand (b : ι → A) (c : Fin N → ι → R) :
    (List.ofFn fun k => geminal b (c k)).prod =
      ∑ f : Fin N → ι, (∏ k, c k (f k)) • ((List.ofFn f).map b).prod := by
  induction N with
  | zero => simp
  | succ n ih =>
    -- split an assignment into the level of the first geminal and the remaining levels
    refine Eq.trans ?_ (Fintype.sum_equiv (Fin.consEquiv fun _ : Fin (n + 1) => ι)
      (fun x : ι × (Fin n → ι) => (∏ k, c k ((Fin.cons x.1 x.2 : Fin (n + 1) → ι) k)) •
        ((List.ofFn (Fin.cons x.1 x.2 : Fin (n + 1) → ι)).map b).prod) _ (fun _ => rfl))
    rw [List.ofFn_succ, List.prod_cons, ih (fun k => c k.succ), Fintype.sum_prod_type,
      geminal, Finset.sum_mul_sum]
    refine Finset.sum_congr rfl fun p _ => Finset.sum_congr rfl fun f _ => ?_
    rw [smul_mul_smul_comm, Fin.prod_univ_succ, List.ofFn_succ, List.map_cons, List.prod_cons]
    simp only [Fin.cons_zero, Fin.cons_succ]
```

The Pauli step comes next. In `aux`, an operator moves through the string until it meets its copy; a second induction finds the repeated level.

```lean
/-- A string of pair operators in which some level occurs twice vanishes. -/
theorem repeated_pair_eq_zero {ι : Type*} (b : ι → A) (hb : ∀ p q, Commute (b p) (b q))
    (h0 : ∀ p, b p * b p = 0) (l : List ι) (hl : ¬ l.Nodup) : (l.map b).prod = 0 := by
  -- an operator moves through the string until it meets its copy
  have aux : ∀ (p : ι) (l : List ι), p ∈ l → b p * (l.map b).prod = 0 := by
    intro p l
    induction l with
    | nil => intro h; simp at h
    | cons q l ih =>
      intro h
      rw [List.map_cons, List.prod_cons, ← mul_assoc]
      rcases List.mem_cons.1 h with h | h
      · rw [h, h0, zero_mul]
      · rw [(hb p q).eq, mul_assoc, ih h, mul_zero]
  induction l with
  | nil => exact absurd List.nodup_nil hl
  | cons p l ih =>
    rw [List.map_cons, List.prod_cons]
    by_cases hp : p ∈ l
    · exact aux p l hp
    · rw [ih (fun h => hl (List.nodup_cons.2 ⟨hp, h⟩)), mul_zero]
```

**Q:** And the grouping by S?

**A:** The main proof discards non-injective assignments, then sorts the rest by image. `sum_bij` matches the assignments with image `S` to the bijections onto `S`, and `hstr` identifies each ordered string with b_S.

```lean
variable [DecidableEq ι]

/-- The product of `N` geminals is the sum over all sets `S` of `N` levels of the permanent of
the coefficients on `S` times the pair string `b_S`. -/
theorem geminal_product (b : ι → A) (hb : ∀ p q, Commute (b p) (b q))
    (h0 : ∀ p, b p * b p = 0) (c : Fin N → ι → R) :
    (List.ofFn fun k => geminal b (c k)).prod =
      ∑ S ∈ powersetCard N univ, columnPermanent c S • pairString b hb S := by
  rw [geminal_product_expand]
  -- only assignments without double occupation survive
  have hne : ∀ f ∈ (univ : Finset (Fin N → ι)),
      (∏ k, c k (f k)) • ((List.ofFn f).map b).prod ≠ 0 → Function.Injective f := by
    intro f _ hf
    by_contra hinj
    exact hf (by rw [repeated_pair_eq_zero b hb h0 _ (fun h => hinj (List.nodup_ofFn.1 h)),
      smul_zero])
  have hmaps : ∀ f ∈ (univ : Finset (Fin N → ι)).filter Function.Injective,
      univ.image f ∈ powersetCard N (univ : Finset ι) := by
    intro f hf
    refine mem_powersetCard.2 ⟨subset_univ _, ?_⟩
    rw [card_image_of_injective _ (mem_filter.1 hf).2, card_univ, Fintype.card_fin]
  -- group the surviving assignments by the set of occupied levels
  rw [← Finset.sum_filter_of_ne hne, ← Finset.sum_fiberwise_of_maps_to hmaps]
  refine Finset.sum_congr rfl fun S _ => ?_
  rw [columnPermanent, Finset.sum_smul]
  symm
  have himg : ∀ e : Fin N ≃ S, univ.image (fun k => (e k : ι)) = S := by
    intro e
    ext p
    simp only [mem_image, mem_univ, true_and]
    constructor
    · rintro ⟨k, rfl⟩
      exact (e k).2
    · intro hp
      exact ⟨e.symm ⟨p, hp⟩, by rw [Equiv.apply_symm_apply]⟩
  have hinj : ∀ e : Fin N ≃ S, Function.Injective (fun k => (e k : ι)) :=
    fun e => Subtype.val_injective.comp e.injective
  refine Finset.sum_bij (fun e _ k => (e k : ι)) ?_ ?_ ?_ ?_
  · intro e _
    exact mem_filter.2 ⟨mem_filter.2 ⟨mem_univ _, hinj e⟩, himg e⟩
  · intro e₁ _ e₂ _ h
    exact Equiv.ext fun k => Subtype.ext (congrFun h k)
  · intro f hf
    obtain ⟨hf1, hf2⟩ := mem_filter.1 hf
    have hfi : Function.Injective f := (mem_filter.1 hf1).2
    have hmem : ∀ k, f k ∈ S := fun k => hf2 ▸ mem_image_of_mem f (mem_univ k)
    refine ⟨Equiv.ofBijective (fun k => (⟨f k, hmem k⟩ : S)) ⟨?_, ?_⟩, mem_univ _, rfl⟩
    · intro i j h
      exact hfi (congrArg Subtype.val h)
    · rintro ⟨p, hp⟩
      rw [← hf2] at hp
      obtain ⟨k, _, hk⟩ := mem_image.1 hp
      exact ⟨k, Subtype.ext hk⟩
  · intro e _
    -- the ordered string over the levels of S is b_S
    have hS : S = (List.ofFn fun k => (e k : ι)).toFinset := by
      conv_lhs => rw [← himg e]
      ext p
      simp [List.mem_ofFn]
    have hstr : pairString b hb S = ((List.ofFn fun k => (e k : ι)).map b).prod := by
      rw [congrArg (pairString b hb) hS]
      exact Finset.noncommProd_toFinset _ _ _ (List.nodup_ofFn.2 (hinj e))
    rw [hstr]
```

**Q:** What about identical geminals, or too many of them?

**A:** For identical geminals, `hterm` shows that each bijection gives the same product and `hcard` counts N! of them.

```lean
/-- The `N`-th power of one geminal is `N!` times the sum over all sets `S` of `N` levels of the
product of the coefficients on `S` times `b_S`. -/
theorem geminal_pow (b : ι → A) (hb : ∀ p q, Commute (b p) (b q))
    (h0 : ∀ p, b p * b p = 0) (g : ι → R) (N : ℕ) :
    geminal b g ^ N = (N.factorial : R) •
      ∑ S ∈ powersetCard N univ, (∏ p ∈ S, g p) • pairString b hb S := by
  have h := geminal_product b hb h0 (fun _ : Fin N => g)
  rw [List.ofFn_const, List.prod_replicate] at h
  rw [h, Finset.smul_sum]
  refine Finset.sum_congr rfl fun S hS => ?_
  -- all N! assignments contribute the same product
  have hterm : ∀ e : Fin N ≃ S, ∏ k, g (e k) = ∏ p ∈ S, g p := fun e =>
    (Equiv.prod_comp e (fun p : S => g p)).trans (Finset.prod_coe_sort S g)
  have hcard : Fintype.card (Fin N ≃ S) = N.factorial := by
    rw [Fintype.card_equiv (S.equivFinOfCardEq (mem_powersetCard.1 hS).2).symm, Fintype.card_fin]
  rw [columnPermanent, Finset.sum_congr rfl (fun e _ => hterm e), Finset.sum_const,
    card_univ, hcard, nsmul_eq_mul, mul_smul]
```

With more geminals than levels there is no set S to sum over, so the product is zero.

```lean
/-- A product of more geminals than there are levels vanishes. -/
theorem geminal_product_eq_zero (b : ι → A) (hb : ∀ p q, Commute (b p) (b q))
    (h0 : ∀ p, b p * b p = 0) (c : Fin N → ι → R) (hN : Fintype.card ι < N) :
    (List.ofFn fun k => geminal b (c k)).prod = 0 := by
  rw [geminal_product b hb h0, Finset.powersetCard_eq_empty.2 (by rwa [card_univ]), sum_empty]
```

With N geminals on N levels, only the full set remains.

```lean
/-- For `N` geminals on `N` levels the product is the permanent of the coefficient matrix times
the string of all pair operators. -/
theorem geminal_product_full (b : Fin N → A) (hb : ∀ p q, Commute (b p) (b q))
    (h0 : ∀ p, b p * b p = 0) (c : Fin N → Fin N → R) :
    (List.ofFn fun k => geminal b (c k)).prod =
      (Matrix.of c).permanent • pairString b hb univ := by
  have hp : columnPermanent c univ = (Matrix.of c).permanent :=
    columnPermanent_eq_permanent c univ
      (Equiv.subtypeUnivEquiv (fun x => Finset.mem_univ x)).symm
  have h := Finset.powersetCard_self (univ : Finset (Fin N))
  rw [card_univ, Fintype.card_fin] at h
  rw [geminal_product b hb h0, h, sum_singleton, hp]
```

**Q:** Two assumed rules could still describe nothing but zero operators.

**A:** Explicit operators rule that out. `pairCreation` acts on amplitudes ψ(S) indexed by occupied sets: the new amplitude at S is ψ(S without p) if p ∈ S, and zero otherwise.

```lean
/-- The operator creating a pair in level `p`, acting on amplitudes indexed by the set of
occupied levels. -/
def pairCreation (R : Type*) [CommRing R] {ι : Type*} [DecidableEq ι] (p : ι) :
    Module.End R (Finset ι → R) where
  toFun ψ S := if p ∈ S then ψ (S.erase p) else 0
  map_add' ψ φ := by
    ext S
    by_cases h : p ∈ S <;> simp [h]
  map_smul' r ψ := by
    ext S
    by_cases h : p ∈ S <;> simp [h]
```

These operators satisfy both rules. Over a nontrivial ring, the product of two on different levels is nonzero, as a constant amplitude evaluated at {p, q} shows.

```lean
/-- The pair creation operators commute and square to zero, and the product of two of them on
different levels is nonzero. -/
theorem pairCreation_witness (R : Type*) [CommRing R] [Nontrivial R] {ι : Type*}
    [DecidableEq ι] :
    (∀ p q : ι, Commute (pairCreation R p) (pairCreation R q)) ∧
    (∀ p : ι, pairCreation R p * pairCreation R p = 0) ∧
    (∀ p q : ι, p ≠ q → pairCreation R p * pairCreation R q ≠ 0) := by
  have happ : ∀ (p q : ι) (ψ : Finset ι → R) (S : Finset ι),
      (pairCreation R p * pairCreation R q) ψ S =
        if p ∈ S then (if q ∈ S.erase p then ψ ((S.erase p).erase q) else 0) else 0 :=
    fun _ _ _ _ => rfl
  refine ⟨fun p q => ?_, fun p => ?_, fun p q hpq h => ?_⟩
  · refine LinearMap.ext fun ψ => funext fun S => ?_
    rw [happ, happ, Finset.erase_right_comm (a := p) (b := q)]
    by_cases h : p = q
    · rw [h]
    · by_cases hp : p ∈ S <;> by_cases hq : q ∈ S <;> simp [hp, hq, h, Ne.symm h]
  · refine LinearMap.ext fun ψ => funext fun S => ?_
    rw [happ]
    simp
  · -- test on the constant amplitude at the configuration {p, q}
    have h1 := congrFun (LinearMap.congr_fun h (fun _ => (1 : R))) {p, q}
    rw [happ] at h1
    simp [hpq.symm] at h1

end

end GeminalPowers
```

```lean
#print axioms GeminalPowers.geminal_pow
#print axioms GeminalPowers.geminal_product_eq_zero
#print axioms GeminalPowers.geminal_product_full
```

```
'GeminalPowers.geminal_pow' depends on axioms: [propext, Classical.choice, Quot.sound]
'GeminalPowers.geminal_product_eq_zero' depends on axioms: [propext, Classical.choice, Quot.sound]
'GeminalPowers.geminal_product_full' depends on axioms: [propext, Classical.choice, Quot.sound]
```

**Q:** So what may I use it for?

**A:** Applied to the vacuum, the identity gives the closed-shell configuration amplitudes of an unnormalised geminal-product wavefunction, provided that all geminals share one finite set of paired levels. If the geminals also contain pairs a†_{p↑} a†_{q↓} with p ≠ q, the expansion still holds with one label for each pair (p,q), but different strings can then be the same configuration up to a sign, so a single permanent need not be its amplitude. No Hamiltonian or energy enters. The file works with abstract b_p and the model above; the link to a†_{p↑} a†_{p↓} is the informal argument at the start, from fermion signs and the Pauli principle.
